# Group averaging never raises the free energy of a distribution over finitely many levels with symmetric energies

The symmetry group acts here on the labels of the levels, by permuting them. A trial distribution is a list of populations $p_i$, one for each label. Degenerate states are listed separately, and coherences between states are not represented, nor are symmetries that turn a state into a superposition of others. In Lean the labels form a type `ι`, the finite group is `G`, and `MulAction G ι` supplies the level $g\cdot i$ to which $g$ carries $i$. The action may be trivial, and it need not connect all levels. The results on the free energy are for positive temperature.

```lean
import Mathlib

open Finset

namespace SymmetrisedTrialDistribution

noncomputable section

variable (G : Type*) {ι : Type*} [Group G] [Fintype G] [MulAction G ι]
```

## The average and the free energy

For any real function $f$ of the levels, define

$$(Sf)_i=\frac{1}{|G|}\sum_{g\in G} f_{g\cdot i}.$$

Since `symmetrise` accepts any real function, the same operation can be applied to populations, to energies and to $p\ln p$.

```lean
/-- The average of a function of the levels over the symmetry group. -/
def symmetrise (f : ι → ℝ) (i : ι) : ℝ :=
  ∑ g : G, (Fintype.card G : ℝ)⁻¹ * f (g • i)
```

A probability vector has $p_i\ge 0$ and $\sum_i p_i=1$. The normalisation already rules out an empty set of levels.

```lean
/-- A probability vector on the levels: non-negative weights with sum one. -/
def IsDistribution [Fintype ι] (p : ι → ℝ) : Prop :=
  (∀ i, 0 ≤ p i) ∧ ∑ i, p i = 1
```

The mean energy is $U(p)=\sum_i p_iE_i$.

```lean
/-- The mean energy of the weights `p` on levels with energies `E`. -/
def meanEnergy [Fintype ι] (E p : ι → ℝ) : ℝ := ∑ i, p i * E i
```

The entropy enters through $N(p)=\sum_i p_i\ln p_i$, which is $-S_{\mathrm{Gibbs}}/k_B$. Lean sets `Real.log 0` to zero, so an empty level contributes $0\ln 0=0$, as usual.

```lean
/-- The negative of the Gibbs entropy, in units of the Boltzmann constant. -/
def negEntropy [Fintype ι] (p : ι → ℝ) : ℝ := ∑ i, p i * Real.log (p i)
```

With $b=1/(k_BT)$, the functional $F(p)=U(p)+N(p)/b$ is energy minus temperature times entropy.

```lean
/-- The free-energy functional at inverse temperature `b`. -/
def freeEnergy [Fintype ι] (b : ℝ) (E p : ι → ℝ) : ℝ :=
  meanEnergy E p + 1 / b * negEntropy p
```

## Averages are invariant, and invariant functions are their own averages

For fixed $h$, the product $g'=gh$ runs once through the group as $g$ does. Hence

$$(Sf)_{h\cdot i}=\frac1{|G|}\sum_g f_{gh\cdot i}=\frac1{|G|}\sum_{g'}f_{g'\cdot i}=(Sf)_i.$$

The proof makes this substitution with `Equiv.mulRight h`.

```lean
/-- The group average takes the same value on symmetry-related levels. -/
theorem symmetrise_smul (f : ι → ℝ) (h : G) (i : ι) :
    symmetrise G f (h • i) = symmetrise G f i := by
  simp only [symmetrise, smul_smul]
  exact Equiv.sum_comp (Equiv.mulRight h)
    (fun g : G => (Fintype.card G : ℝ)⁻¹ * f (g • i))
```

If $f_{g\cdot i}=f_i$ for all $g$ and $i$, the sum has $|G|$ equal terms and $Sf=f$.

```lean
/-- Averaging leaves an invariant function unchanged. -/
theorem symmetrise_of_invariant {f : ι → ℝ} (hf : ∀ (g : G) i, f (g • i) = f i) :
    symmetrise G f = f := by
  have hc : (Fintype.card G : ℝ) ≠ 0 := by exact_mod_cast Fintype.card_ne_zero
  funext i
  simp only [symmetrise, hf, Finset.sum_const, Finset.card_univ, nsmul_eq_mul]
  exact mul_inv_cancel_left₀ hc _
```

## Moving the average from the populations to the observable

Put $j=g\cdot i$ in the sum over levels, then replace $g$ by $g^{-1}$ in the sum over the group:

$$\sum_i (Sp)_i f_i=\frac1{|G|}\sum_g\sum_i p_{g\cdot i}f_i=\frac1{|G|}\sum_g\sum_j p_jf_{g^{-1}\cdot j}=\sum_j p_j(Sf)_j.$$

The `calc` block follows these lines, with `MulAction.toPerm g` for the first substitution and `Equiv.inv G` for the second.

```lean
variable [Fintype ι]

/-- Averaging the weights or averaging the observable gives the same mean value. -/
theorem sum_symmetrise_mul (p f : ι → ℝ) :
    ∑ i, symmetrise G p i * f i = ∑ i, p i * symmetrise G f i := by
  simp only [symmetrise, Finset.sum_mul, Finset.mul_sum]
  calc ∑ i, ∑ g : G, (Fintype.card G : ℝ)⁻¹ * p (g • i) * f i
      = ∑ g : G, ∑ i, (Fintype.card G : ℝ)⁻¹ * p (g • i) * f i := Finset.sum_comm
    _ = ∑ g : G, ∑ i, p i * ((Fintype.card G : ℝ)⁻¹ * f (g⁻¹ • i)) := by
        -- relabel the levels by the permutation that `g` induces
        refine Finset.sum_congr rfl fun g _ => ?_
        refine Eq.trans ?_ (Equiv.sum_comp (MulAction.toPerm g)
          (fun i => p i * ((Fintype.card G : ℝ)⁻¹ * f (g⁻¹ • i))))
        refine Finset.sum_congr rfl fun i _ => ?_
        simp only [MulAction.toPerm_apply, inv_smul_smul]
        ring
    _ = ∑ g : G, ∑ i, p i * ((Fintype.card G : ℝ)⁻¹ * f (g • i)) :=
        Equiv.sum_comp (Equiv.inv G)
          (fun g : G => ∑ i, p i * ((Fintype.card G : ℝ)⁻¹ * f (g • i)))
    _ = ∑ i, ∑ g : G, p i * ((Fintype.card G : ℝ)⁻¹ * f (g • i)) := Finset.sum_comm
```

Taking $f=1$, which is invariant, gives $\sum_i(Sp)_i=\sum_ip_i=1$. Each $(Sp)_i$ is a sum of non-negative terms, so $Sp$ is again a probability vector.

```lean
/-- The group average of a probability vector is a probability vector. -/
theorem isDistribution_symmetrise {p : ι → ℝ} (hp : IsDistribution p) :
    IsDistribution (symmetrise G p) := by
  refine ⟨fun i => Finset.sum_nonneg fun g _ => mul_nonneg (by positivity) (hp.1 _), ?_⟩
  have h := sum_symmetrise_mul G p (fun _ => 1)
  rw [symmetrise_of_invariant G (f := fun _ : ι => (1 : ℝ)) (fun _ _ => rfl)] at h
  simp only [mul_one] at h
  exact h.trans hp.2
```

Taking $f=E$ gives $U(Sp)=\sum_i p_i(SE)_i$, which equals $U(p)$ when $E$ is invariant. Conversely, suppose that averaging preserves the mean energy of every probability vector. Put all the population on one level $k$: the identity becomes $(SE)_k=E_k$. This holds for each $k$, so $E$ equals its own average and is therefore invariant.

```lean
/-- Averaging over the group keeps the mean energy of every probability vector exactly when
the energy is invariant under the group. -/
theorem meanEnergy_symmetrise_iff (E : ι → ℝ) :
    (∀ p, IsDistribution p → meanEnergy E (symmetrise G p) = meanEnergy E p) ↔
      ∀ (g : G) i, E (g • i) = E i := by
  classical
  constructor
  · intro H
    -- test on the distribution concentrated on a single level
    have key : ∀ i, symmetrise G E i = E i := by
      intro i
      have h := H (fun j => if j = i then 1 else 0)
        ⟨fun j => by dsimp only; split_ifs <;> norm_num, by simp⟩
      unfold meanEnergy at h
      rw [sum_symmetrise_mul] at h
      simpa using h
    intro g i
    rw [← key (g • i), symmetrise_smul, key]
  · intro hE p _
    unfold meanEnergy
    rw [sum_symmetrise_mul, symmetrise_of_invariant G hE]
```

## Jensen's inequality at each level

The function $\varphi(x)=x\ln x$ is convex on $[0,\infty)$. With equal weights $1/|G|$, Jensen's inequality gives

$$\varphi\big((Sp)_i\big)\le\frac1{|G|}\sum_g\varphi(p_{g\cdot i})=\big(S\varphi(p)\big)_i.$$

Summing over $i$, and using once more that averaging preserves the total, yields $N(Sp)\le\sum_i\varphi(p_i)=N(p)$. In the code `hJ` is the inequality at one level and `hS` the conservation of the total.

If $N(Sp)=N(p)$, no level can have a strict inequality. Since $\varphi$ is strictly convex and all weights are positive, the numbers $p_{g\cdot i}$ for fixed $i$ then all coincide. Comparison with the identity element gives $p_{g\cdot i}=p_i$. Conversely, an invariant $p$ equals $Sp$. Only non-negativity is used, not normalisation.

```lean
/-- Averaging non-negative weights over the group does not decrease the entropy, and keeps it
exactly when the weights are already invariant. -/
theorem negEntropy_symmetrise {p : ι → ℝ} (hp : ∀ i, 0 ≤ p i) :
    negEntropy (symmetrise G p) ≤ negEntropy p ∧
      (negEntropy (symmetrise G p) = negEntropy p ↔ ∀ (g : G) i, p (g • i) = p i) := by
  have hc : (0 : ℝ) < Fintype.card G := by exact_mod_cast Fintype.card_pos
  have hw : ∑ _g : G, (Fintype.card G : ℝ)⁻¹ = 1 := by
    rw [Finset.sum_const, Finset.card_univ, nsmul_eq_mul, mul_inv_cancel₀ hc.ne']
  -- Jensen's inequality for `x ln x` at each level
  have hJ : ∀ i ∈ (Finset.univ : Finset ι),
      symmetrise G p i * Real.log (symmetrise G p i) ≤
        symmetrise G (fun j => p j * Real.log (p j)) i := by
    intro i _
    have h := Real.convexOn_mul_log.map_sum_le (t := Finset.univ)
      (w := fun _ : G => (Fintype.card G : ℝ)⁻¹) (p := fun g : G => p (g • i))
      (fun _ _ => (inv_pos.2 hc).le) hw (fun g _ => hp (g • i))
    simpa only [symmetrise, smul_eq_mul] using h
  have hS : ∑ i, symmetrise G (fun j => p j * Real.log (p j)) i = negEntropy p := by
    have h := sum_symmetrise_mul G (fun j => p j * Real.log (p j)) (fun _ => 1)
    rw [symmetrise_of_invariant G (f := fun _ : ι => (1 : ℝ)) (fun _ _ => rfl)] at h
    simp only [mul_one] at h
    exact h
  refine ⟨hS ▸ Finset.sum_le_sum hJ, fun heq => ?_, fun hinv => ?_⟩
  · -- equality of the sums forces equality in Jensen at every level
    have hpt := (Finset.sum_eq_sum_iff_of_le hJ).1 (heq.trans hS.symm)
    intro g i
    have h := (Real.strictConvexOn_mul_log.map_sum_eq_iff (t := Finset.univ)
      (w := fun _ : G => (Fintype.card G : ℝ)⁻¹) (p := fun g : G => p (g • i))
      (fun _ _ => inv_pos.2 hc) hw (fun g _ => hp (g • i))).1
      (by simpa only [symmetrise, smul_eq_mul] using hpt i (Finset.mem_univ i))
    have h1 := (h g (Finset.mem_univ g)).trans (h 1 (Finset.mem_univ 1)).symm
    simpa only [one_smul] using h1
  · rw [symmetrise_of_invariant G hinv]
```

## Free energy and its minimisers

For invariant $E$ the energy terms agree, so

$$F(Sp)-F(p)=\frac1b\big(N(Sp)-N(p)\big)\le 0,$$

because $b>0$, the condition of positive temperature. Equality holds exactly when $p$ is invariant. In `freeEnergy_symmetrise`, `hE` states the symmetry of the energy and `hp` says that $p$ is a probability vector. The conclusion lists normalisation with non-negativity, invariance of the average, equal mean energy, the inequality and its equality case.

```lean
/-- For an invariant energy and `b > 0`, the group average of a probability vector is an invariant
probability vector with the same mean energy and no larger free energy; the free energies agree
exactly when the original vector is invariant. -/
theorem freeEnergy_symmetrise {b : ℝ} (hb : 0 < b) {E p : ι → ℝ}
    (hE : ∀ (g : G) i, E (g • i) = E i) (hp : IsDistribution p) :
    IsDistribution (symmetrise G p) ∧
    (∀ (g : G) i, symmetrise G p (g • i) = symmetrise G p i) ∧
    meanEnergy E (symmetrise G p) = meanEnergy E p ∧
    freeEnergy b E (symmetrise G p) ≤ freeEnergy b E p ∧
    (freeEnergy b E (symmetrise G p) = freeEnergy b E p ↔
      ∀ (g : G) i, p (g • i) = p i) := by
  have hm := (meanEnergy_symmetrise_iff G E).2 hE p hp
  obtain ⟨hle, hiff⟩ := negEntropy_symmetrise G hp.1
  have hb' : 0 < 1 / b := one_div_pos.2 hb
  refine ⟨isDistribution_symmetrise G hp, symmetrise_smul G p, hm, ?_, ?_⟩
  · unfold freeEnergy
    have h := mul_le_mul_of_nonneg_left hle hb'.le
    linarith
  · unfold freeEnergy
    rw [hm, add_right_inj, mul_right_inj' hb'.ne', hiff]
```

Let $E$ be invariant and $b>0$, as before, and suppose $p$ minimises $F$ among all probability vectors. Then $F(p)\le F(Sp)\le F(p)$, and the equality case makes $p$ invariant. The existence of a minimiser is assumed here, through `hp` and `hmin`. The competitors in `hmin` are all distributions, including $Sp$; a search restricted to product distributions, as in mean-field theory, does not satisfy this hypothesis automatically, since it compares $p$ only with other products. Nor does the argument carry over to such a search automatically, because an average of products need not be a product.

```lean
/-- A probability vector that minimises the free energy of an invariant energy function is itself
invariant under the group. -/
theorem minimiser_invariant {b : ℝ} (hb : 0 < b) {E p : ι → ℝ}
    (hE : ∀ (g : G) i, E (g • i) = E i) (hp : IsDistribution p)
    (hmin : ∀ q, IsDistribution q → freeEnergy b E p ≤ freeEnergy b E q) :
    ∀ (g : G) i, p (g • i) = p i := by
  obtain ⟨hd, _, _, hle, hiff⟩ := freeEnergy_symmetrise G hb hE hp
  exact hiff.1 (le_antisymm hle (hmin _ hd))

end

end SymmetrisedTrialDistribution
```

```lean
#print axioms SymmetrisedTrialDistribution.freeEnergy_symmetrise
-- 'SymmetrisedTrialDistribution.freeEnergy_symmetrise' depends on axioms: [propext, Classical.choice, Quot.sound]
#print axioms SymmetrisedTrialDistribution.minimiser_invariant
-- 'SymmetrisedTrialDistribution.minimiser_invariant' depends on axioms: [propext, Classical.choice, Quot.sound]
```

## Three levels with one exchange symmetry

Let $E=(0,0,1)$ in units where $b=1$, and let the two-element group exchange the first two levels. For $p=(\tfrac12,\tfrac14,\tfrac14)$ the average is $Sp=(\tfrac38,\tfrac38,\tfrac14)$. Both have mean energy $\tfrac14$. The entropy terms are

$$N(p)=\tfrac12\ln\tfrac12+\tfrac12\ln\tfrac14\approx-1.0397,\qquad N(Sp)=\tfrac34\ln\tfrac38+\tfrac14\ln\tfrac14\approx-1.0822,$$

so the free energy falls from about $-0.7897$ to $-0.8322$. The equilibrium value is $-\ln(2+e^{-1})\approx-0.8620$: averaging restores the symmetry but does not by itself reach equilibrium.

## Symmetrising populations in a program

Over all probability vectors the minimiser of $F$ is the Boltzmann distribution, $p_i\propto e^{-bE_i}$, and no search is needed. A search is of use when the trial populations are restricted. If the restricted set contains $Sp$ whenever it contains $p$, and the energies are symmetric, then $F(Sp)\le F(p)$ allows the search to be limited to invariant populations, with one variable per set of symmetry-related levels. To symmetrise an existing array, a program replaces each entry by the mean over its set; this agrees with the group average, because every member of the set is reached by equally many group elements. The energies should first be checked for equality within each set. The entropy routine should return zero for the term of an empty level; in floating-point arithmetic, evaluating `0 * log(0)` directly typically gives NaN.
